# At fixed composition, the full set of cluster functions of a binary alloy is linearly dependent

A cluster here is any subset of a finite set of sites, and every cluster has its own real interaction. No lattice symmetry groups the clusters into orbits, and the expansion is not truncated by range or by number of sites. This choice matters, because the linear relations derived below connect clusters of different sizes, and an expansion that leaves some of them out may lose the relation. Fixed composition is a restriction on the configurations alone: the clusters stay the same, and their functions are evaluated only on configurations with a prescribed total spin.

The sites form a finite type `ι` with \(N\) elements. It has no geometry, so the results hold for any arrangement of the sites.

In Lean 4 with Mathlib:

```lean
import Mathlib

open scoped symmDiff

namespace ClusterSumRule

noncomputable section

variable {ι : Type*} [Fintype ι] [DecidableEq ι]
```

## Spins, clusters and energies

A configuration \(s\) assigns to each site \(i\) a Boolean value \(s_i\), which says which of two atomic species sits there. The corresponding spin is \(\sigma_i = +1\) for `true` and \(\sigma_i = -1\) for `false`.

```lean
/-- The spin variable of a site: `+1` for one atomic species, `-1` for the other. -/
def spin (b : Bool) : ℝ := if b then 1 else -1
```

The cluster function of a set of sites \(S\) is the product of its spins,
\[
\Phi_S(s) = \prod_{i\in S} \sigma_i ,
\]
with \(\Phi_\emptyset = 1\) for the empty cluster.

```lean
/-- The cluster function of `S`: the product of the spins on the sites of `S`. -/
def cluster (S : Finset ι) (s : ι → Bool) : ℝ := ∏ i ∈ S, spin (s i)
```

The total spin is \(m(s) = \sum_i \sigma_i\). If \(n\) sites carry the species with spin \(+1\), then \(m = 2n - N\), so fixing the total spin is the same as fixing the composition.

```lean
/-- The total spin of a configuration, which fixes the composition of the alloy. -/
def totalSpin (s : ι → Bool) : ℝ := ∑ i, spin (s i)
```

Interactions \(J_S\), one for each cluster, define the energy
\[
E_J(s) = \sum_S J_S\, \Phi_S(s).
\]
The sum runs over all \(2^N\) subsets, including the empty one, whose interaction is a constant energy.

```lean
/-- The cluster expansion of the energy with interactions `J`. -/
def energy (J : Finset ι → ℝ) (s : ι → Bool) : ℝ := ∑ S, J S * cluster S s
```

Let \(M\) be a real number, the prescribed total spin, and write \(S\,\triangle\,\{i\}\) for the symmetric difference: the cluster \(S\) with site \(i\) removed if it was present and added if it was not. For a chosen cluster \(S\), define a particular set of interactions \(G\), whose value on a cluster \(T\) is
\[
G_T = \sum_i \delta_{T,\;S\triangle\{i\}} \;-\; M\,\delta_{T,S}.
\]
These are the coefficients of the sum rule derived next, with all terms brought to one side. In the code \(G_T\) is `gauge M S T`.

```lean
/-- The interactions that carry the coefficients of the sum rule for `S` at total spin `M`:
`1` on each cluster `S ∆ {i}` and `-M` on `S` itself. -/
def gauge (M : ℝ) (S : Finset ι) : Finset ι → ℝ := fun T =>
  (∑ i, if T = S ∆ {i} then (1 : ℝ) else 0) - if T = S then M else 0
```

## Toggling one site

The toggling rule below uses \(\sigma_i^2 = 1\), which is checked for the two Boolean values separately.

```lean
/-- The square of a spin variable is one. -/
theorem spin_mul_self (b : Bool) : spin b * spin b = 1 := by
  cases b <;> simp [spin]
```

Toggling site \(i\) in a cluster multiplies its function by \(\sigma_i\):
\[
\Phi_{S\triangle\{i\}} = \sigma_i\,\Phi_S .
\]
If \(i\notin S\), the new cluster has one more factor, and this is immediate. If \(i\in S\), write \(\Phi_S = \sigma_i\,\Phi_{S\setminus\{i\}}\). Then
\[
\sigma_i\Phi_S = \sigma_i^2\,\Phi_{S\setminus\{i\}} = \Phi_{S\setminus\{i\}} = \Phi_{S\triangle\{i\}} .
\]

```lean
omit [Fintype ι] in
/-- Adding site `i` to a cluster, or removing it if present, multiplies the cluster function
by the spin at `i`. -/
theorem cluster_toggle (S : Finset ι) (i : ι) (s : ι → Bool) :
    cluster (S ∆ {i}) s = spin (s i) * cluster S s := by
  by_cases hi : i ∈ S
  · have hS : S ∆ {i} = S.erase i := by
      ext k
      by_cases hk : k = i
      · subst hk; simp [Finset.mem_symmDiff, hi]
      · simp [Finset.mem_symmDiff, hk]
    have h : spin (s i) * ∏ k ∈ S.erase i, spin (s k) = ∏ k ∈ S, spin (s k) :=
      Finset.mul_prod_erase S (fun k => spin (s k)) hi
    rw [hS]
    unfold cluster
    -- the spin at `i` occurs twice and squares to one
    rw [← h, ← mul_assoc, spin_mul_self, one_mul]
  · have hS : S ∆ {i} = insert i S := by
      ext k
      by_cases hk : k = i
      · subst hk; simp [Finset.mem_symmDiff, hi]
      · simp [Finset.mem_symmDiff, hk]
    rw [hS]
    unfold cluster
    rw [Finset.prod_insert hi]
```

The proof splits into the same two cases. In each it first identifies the symmetric difference, as `S.erase i` or as `insert i S`, and then uses the rule for taking one factor out of a product.

Summing over all sites gives the sum rule:
\[
\sum_i \Phi_{S\triangle\{i\}}(s) = \sum_i \sigma_i\,\Phi_S(s) = m(s)\,\Phi_S(s).
\]

```lean
/-- Sum rule: the cluster functions of all `S ∆ {i}` add up to the total spin times the
cluster function of `S`. -/
theorem sum_rule (S : Finset ι) (s : ι → Bool) :
    ∑ i, cluster (S ∆ {i}) s = totalSpin s * cluster S s := by
  simp only [cluster_toggle, totalSpin, Finset.sum_mul]
```

The theorem holds for every configuration, with that configuration's own total spin on the right. On configurations with \(m(s)=M\), the factor becomes the constant \(M\), and the identity turns into a linear relation between cluster functions.

For a single site, \(S=\{j\}\), the relation connects pairs, a point and the empty cluster:
\[
\sum_{i\neq j}\Phi_{\{j,i\}} = \sigma_j\,(m-\sigma_j) = m\,\Phi_{\{j\}} - \Phi_\emptyset .
\]
With two sites and \(m=0\) it says that the pair function equals \(-1\), as it must when the two atoms differ.

```lean
/-- The sum rule for a single site `j`: the pair functions containing `j` add up to the total
spin times the point function of `j`, minus the function of the empty cluster. -/
theorem pair_sum_rule (j : ι) (s : ι → Bool) :
    ∑ i ∈ Finset.univ.erase j, cluster {j, i} s
      = totalSpin s * cluster {j} s - cluster ∅ s := by
  have h : spin (s j) + ∑ i ∈ Finset.univ.erase j, spin (s i) = ∑ i, spin (s i) :=
    Finset.add_sum_erase Finset.univ (fun i => spin (s i)) (Finset.mem_univ j)
  have h2 : ∑ i ∈ Finset.univ.erase j, cluster {j, i} s
      = spin (s j) * ∑ i ∈ Finset.univ.erase j, spin (s i) := by
    rw [Finset.mul_sum]
    refine Finset.sum_congr rfl fun i hi => ?_
    exact Finset.prod_pair (Finset.ne_of_mem_erase hi).symm
  rw [h2]
  simp only [cluster, totalSpin, Finset.prod_singleton, Finset.prod_empty]
  linear_combination spin (s j) * h - spin_mul_self (s j)
```

This proof follows the displayed line directly. The step `h` splits \(\sigma_j\) off the total spin, `h2` takes \(\sigma_j\) out of the pair sum, and `linear_combination` joins them with \(\sigma_j^2=1\).

## A change of interactions that one composition cannot detect

Now use \(G\) as interactions. Only the clusters \(S\triangle\{i\}\) and \(S\) contribute, and the sum rule gives
\[
E_G(s) = \sum_i \Phi_{S\triangle\{i\}}(s) - M\,\Phi_S(s) = \bigl(m(s)-M\bigr)\,\Phi_S(s).
\]

```lean
/-- The gauge interactions give each configuration the energy `(total spin - M)` times the
cluster function of `S`. -/
theorem energy_gauge (M : ℝ) (S : Finset ι) (s : ι → Bool) :
    energy (gauge M S) s = (totalSpin s - M) * cluster S s := by
  simp only [energy, gauge, sub_mul, Finset.sum_sub_distrib, Finset.sum_mul, ite_mul,
    one_mul, zero_mul]
  rw [Finset.sum_comm]
  simp only [Finset.sum_ite_eq', Finset.mem_univ, if_true]
  rw [sum_rule]
```

In the proof, `Finset.sum_comm` exchanges the sum over clusters with the sum over sites. For each site, the Kronecker delta then leaves a single cluster.

The energy \(E_G\) vanishes on every configuration with total spin \(M\). This is informative only if \(G\) itself is not zero. The clusters \(S\triangle\{i\}\) are different for different \(i\), and none of them equals \(S\), so
\[
G_{S\triangle\{i\}} = 1 .
\]

```lean
/-- The gauge interaction on each cluster `S ∆ {i}` equals one. -/
theorem gauge_toggle (M : ℝ) (S : Finset ι) (i : ι) : gauge M S (S ∆ {i}) = 1 := by
  simp [gauge, symmDiff_right_inj, symmDiff_eq_left]
```

Linear dependence follows. With \(S=\emptyset\), the combination \(\sum_T G_T\Phi_T\) is zero on all configurations of total spin \(M\), although its coefficient on each single-site cluster is one. Written out, it is the plain statement
\[
\sum_i \Phi_{\{i\}} - M\,\Phi_\emptyset = 0 .
\]

```lean
/-- Restricted to the configurations of one fixed total spin, the cluster functions are
linearly dependent. -/
theorem cluster_dependent [Nonempty ι] (M : ℝ) :
    ¬ LinearIndependent ℝ
      (fun (S : Finset ι) (s : {s : ι → Bool // totalSpin s = M}) => cluster S s.1) := by
  rw [Fintype.linearIndependent_iff]
  intro h
  obtain ⟨i⟩ := ‹Nonempty ι›
  have h1 := h (gauge M ∅) (by
    funext s
    simp only [Finset.sum_apply, Pi.smul_apply, smul_eq_mul, Pi.zero_apply]
    have h0 := energy_gauge M ∅ s.1
    rw [s.2, sub_self, zero_mul] at h0
    exact h0) (∅ ∆ {i})
  rw [gauge_toggle] at h1
  exact one_ne_zero h1
```

The subtype `{s : ι → Bool // totalSpin s = M}` contains the configurations of the prescribed composition, and the family whose independence is denied consists of the cluster functions restricted to it. The proof assumes independence, applies it to the coefficients `gauge M ∅`, and reaches the contradiction \(1=0\). The hypothesis `Nonempty ι` asks for at least one site. The number `M` may be any real; if no configuration has that total spin, all the restricted functions are trivially zero and the statement has no physical content.

For the interactions, take any \(J\) and any real \(t\neq 0\). Since the energy is linear in the interactions,
\[
E_{J+tG}(s) = E_J(s) + t\,\bigl(m(s)-M\bigr)\,\Phi_S(s).
\]
The function \(\Phi_S(s)\) is \(\pm1\) and never zero. The two energies therefore agree if and only if \(m(s)=M\), while the interactions differ, because those on the clusters \(S\triangle\{i\}\) have moved by \(t\).

```lean
/-- Adding a nonzero multiple of the gauge interactions changes the interactions, and leaves the
energy of a configuration unchanged exactly when its total spin is `M`. -/
theorem interactions_not_unique [Nonempty ι] (J : Finset ι → ℝ) (M : ℝ) (S : Finset ι)
    {t : ℝ} (ht : t ≠ 0) :
    J + t • gauge M S ≠ J ∧
      ∀ s, energy (J + t • gauge M S) s = energy J s ↔ totalSpin s = M := by
  constructor
  · intro h
    obtain ⟨i⟩ := ‹Nonempty ι›
    have h1 := congrFun h (S ∆ {i})
    simp only [Pi.add_apply, Pi.smul_apply, smul_eq_mul, gauge_toggle] at h1
    exact ht (by linarith)
  · intro s
    -- the energy is linear in the interactions
    have hlin : energy (J + t • gauge M S) s = energy J s + t * energy (gauge M S) s := by
      simp only [energy, Pi.add_apply, Pi.smul_apply, smul_eq_mul, add_mul,
        Finset.sum_add_distrib, Finset.mul_sum, mul_assoc]
    have hc : cluster S s ≠ 0 := by
      refine Finset.prod_ne_zero_iff.mpr fun i _ h0 => ?_
      have h1 := spin_mul_self (s i)
      rw [h0, zero_mul] at h1
      exact zero_ne_one h1
    rw [hlin, energy_gauge]
    constructor
    · intro h
      have h0 : t * ((totalSpin s - M) * cluster S s) = 0 := by linarith
      have h1 := (mul_eq_zero.mp h0).resolve_left ht
      exact sub_eq_zero.mp ((mul_eq_zero.mp h1).resolve_right hc)
    · intro h
      rw [h]
      ring
```

The first half of the conclusion says that the interactions have changed. The second is an equivalence for each configuration `s`, and both directions have a physical meaning. At total spin \(M\), the two models give identical energies, so no fit that judges a model only by its energies at that composition can tell them apart. For every configuration of any other composition they disagree, by \(|t|\,|m(s)-M|\). In the proof, `hlin` is the linearity of the energy and `hc` is \(\Phi_S(s)\neq0\), which follows from \(\sigma_i^2=1\).

The case \(S=\emptyset\) is familiar: it adds the same field \(t\) to every site and subtracts the constant \(tM\). At fixed composition the field term is itself a constant, and the two cancel. For other choices of \(S\), the field term and the constant are both multiplied by \(\Phi_S\), and they cancel in the same way.

For cluster expansions fitted to electronic-structure energies, this means that in a finite binary system with all clusters kept, data from a single composition do not fix the individual interactions, and the values obtained need not carry over to another composition.

## Energies at all compositions fix the interactions

The ambiguity comes from the restriction to one composition and not from the cluster functions themselves. Summed over all \(2^N\) configurations, a product of two cluster functions factorises over the sites:
\[
\sum_s \Phi_S(s)\,\Phi_T(s) = \prod_i \Bigl(\sum_{\sigma=\pm1} \sigma^{[i\in S]+[i\in T]}\Bigr),
\]
where \([i\in S]\) is 1 if \(i\) belongs to \(S\) and 0 otherwise. A site that belongs to both clusters or to neither contributes a factor 2. A site that belongs to exactly one of them contributes \(1-1=0\). If \(S\neq T\), there is such a site and the product vanishes; if \(S=T\), it equals \(2^N\). As an average over configurations,
\[
\frac{1}{2^N}\sum_s \Phi_S(s)\,\Phi_T(s) = \delta_{S,T}.
\]

```lean
/-- Summed over all configurations of all compositions, distinct cluster functions are
orthogonal, and each has squared norm `2 ^ N`. -/
theorem cluster_orthogonal (S T : Finset ι) :
    ∑ s : ι → Bool, cluster S s * cluster T s
      = if S = T then (2 : ℝ) ^ Fintype.card ι else 0 := by
  have hp (f : ι → Bool → ℝ) :
      ∏ i, ∑ b : Bool, f i b = ∑ s : ι → Bool, ∏ i, f i (s i) := by
    rw [Finset.prod_univ_sum, Fintype.piFinset_univ]
  have h (s : ι → Bool) : cluster S s * cluster T s
      = ∏ i, ((if i ∈ S then spin (s i) else 1) * (if i ∈ T then spin (s i) else 1)) := by
    rw [Finset.prod_mul_distrib]
    simp [cluster, Finset.prod_ite_mem]
  -- the sum over configurations factorises over the sites
  refine (Finset.sum_congr rfl fun s _ => h s).trans ((hp fun i b =>
    (if i ∈ S then spin b else 1) * (if i ∈ T then spin b else 1)).symm.trans ?_)
  by_cases hST : S = T
  · subst hST
    have h2 (i : ι) : ∑ b : Bool,
        (if i ∈ S then spin b else 1) * (if i ∈ S then spin b else 1) = 2 := by
      by_cases hi : i ∈ S <;> norm_num [hi, spin]
    rw [if_pos rfl, Finset.prod_congr rfl fun i _ => h2 i]
    simp
  · rw [if_neg hST]
    obtain ⟨i, hi⟩ := not_forall.mp fun hc => hST (Finset.ext hc)
    refine Finset.prod_eq_zero (Finset.mem_univ i) ?_
    by_cases hS : i ∈ S <;> by_cases hT : i ∈ T <;> simp [hS, hT, spin] at hi ⊢
```

The code states the sum without the prefactor. Inside the proof, `h` writes the two cluster functions as one product over all sites, with a factor 1 wherever a site is absent from a cluster, and `hp` exchanges the product over sites with the sum over configurations. The remaining case distinction evaluates the factors as above.

Orthogonality lets each interaction be read off from the energies by projection:
\[
J_T = \frac{1}{2^N}\sum_s \Phi_T(s)\,E_J(s).
\]
If \(J\) and \(J'\) give the same energy for every configuration, the right-hand sides agree, and so \(J_T=J'_T\) for every cluster \(T\).

```lean
/-- Interactions that give the same energy for every configuration of every composition
are equal. -/
theorem interactions_unique (J J' : Finset ι → ℝ) (h : ∀ s, energy J s = energy J' s) :
    J = J' := by
  -- projecting the energy on a cluster function returns its interaction
  have hproj (K : Finset ι → ℝ) (T : Finset ι) :
      ∑ s, cluster T s * energy K s = 2 ^ Fintype.card ι * K T := by
    simp only [energy, Finset.mul_sum]
    rw [Finset.sum_comm]
    have h1 (S : Finset ι) : ∑ s, cluster T s * (K S * cluster S s)
        = K S * (if T = S then (2 : ℝ) ^ Fintype.card ι else 0) := by
      rw [← cluster_orthogonal, Finset.mul_sum]
      exact Finset.sum_congr rfl fun s _ => by ring
    rw [Finset.sum_congr rfl fun S _ => h1 S]
    simp [mul_comm]
  funext T
  have h2 : (2 : ℝ) ^ Fintype.card ι * J T = 2 ^ Fintype.card ι * J' T := by
    rw [← hproj J T, ← hproj J' T]
    exact Finset.sum_congr rfl fun s _ => by rw [h s]
  exact mul_left_cancel₀ (by positivity) h2

end

end ClusterSumRule
```

The step `hproj` is this projection, multiplied through by \(2^N\), and the last line cancels that factor. The hypothesis `h` requires equal energies for all configurations of all compositions. The theorem makes no statement about how many energies would suffice, or about data from a few compositions.

```lean
#print axioms ClusterSumRule.pair_sum_rule
#print axioms ClusterSumRule.cluster_dependent
#print axioms ClusterSumRule.interactions_not_unique
#print axioms ClusterSumRule.interactions_unique
```

```
'ClusterSumRule.pair_sum_rule' depends on axioms: [propext, Classical.choice, Quot.sound]
'ClusterSumRule.cluster_dependent' depends on axioms: [propext, Classical.choice, Quot.sound]
'ClusterSumRule.interactions_not_unique' depends on axioms: [propext, Classical.choice, Quot.sound]
'ClusterSumRule.interactions_unique' depends on axioms: [propext, Classical.choice, Quot.sound]
```
